# Two Kramers doublets of a quaternionic 4 × 4 Hamiltonian, and when they coincide

Let $a,d$ be real, let $u,v$ be complex, and set

$$
H=\begin{pmatrix} a\,1 & q\\ q^\dagger & d\,1\end{pmatrix},\qquad
q=\begin{pmatrix} u & v\\ -\bar v & \bar u\end{pmatrix}.
$$

The characteristic polynomial of $H$ is

$$
\det(x-H)=\big((x-a)(x-d)-|u|^2-|v|^2\big)^2 ,
$$

so the spectrum consists of two doublets, at the energies

$$
E_\pm=\frac{a+d}{2}\pm s,\qquad s=\sqrt{\Big(\frac{a-d}{2}\Big)^2+|u|^2+|v|^2}.
$$

They coincide exactly when $a=d$ and $u=v=0$.

## Two time-reversed pairs and their coupling

Take two orthonormal orbitals with real wavefunctions, each with a spin-up and a spin-down state. Number the four amplitudes $\psi_0,\psi_1,\psi_2,\psi_3$, with $(\psi_0,\psi_1)$ on the first orbital and $(\psi_2,\psi_3)$ on the second. The orbital energies are $a$ and $d$. Time reversal conjugates the amplitudes and exchanges the members of each pair with a relative sign:

$$
T\psi=(\bar\psi_1,\,-\bar\psi_0,\,\bar\psi_3,\,-\bar\psi_2).
$$

The form of $q$ is what time-reversal symmetry permits for the coupling between the pairs. In terms of the Pauli matrices,

$$
q=\operatorname{Re}u\;1+i\,(\operatorname{Im}v\,\sigma_x+\operatorname{Re}v\,\sigma_y+\operatorname{Im}u\,\sigma_z).
$$

The first term is spin-independent hopping, and the other three describe spin–orbit coupling. Such a block represents a quaternion with squared norm $|u|^2+|v|^2$, and the energies depend on the coupling only through this number.

In electronic structure with spin–orbit coupling, this is a non-interacting four-state model of two Kramers pairs that approach each other in energy.

## What the Lean theorems say

The matrix $H$ is `hamiltonian a d u v`, a complex matrix with rows and columns indexed by `Fin 4`, that is, by 0 to 3. It is written out entry by entry, and `hamiltonian_blocks` confirms that grouping the indices as $\{0,1\}$ and $\{2,3\}$ gives the blocks $a\,1$, $q$, $q^\dagger$, $d\,1$. The types of `a` and `d` make the diagonal energies real, and `hamiltonian_isHermitian` states that $H=H^\dagger$.

The map $T$ is `timeReversal`, an ordinary function on amplitude vectors whose antilinearity is visible in its definition. Two theorems record $T^2=-1$ and $HT=TH$. Then `kramers_partner` takes a nonzero $\psi$ with $H\psi=E\psi$ and $E$ real, and concludes that $T\psi$ is a nonzero eigenvector of the same energy, orthogonal to $\psi$. The inner product `star ψ ⬝ᵥ timeReversal ψ` conjugates its first argument. The vector $\psi$ need not be normalised; if it is, so is $T\psi$, because $T$ only permutes the moduli of the amplitudes. This is Kramers degeneracy for the present family of matrices, not for an arbitrary system of half-integer spin.

The polynomial `charpoly` follows the convention $\det(x-H)$, with `X` for the variable and `C` for a constant. The formula at the top is `charpoly_hamiltonian`. The real numbers `upper` and `lower` are $E_+$ and $E_-$. The theorem `two_doublets` factors the polynomial as $(x-E_+)^2(x-E_-)^2$ and gives the condition for $E_+=E_-$. Finally, `splitting_ge` bounds the gap from below by $2\sqrt{|u|^2+|v|^2}$.

The file counts multiplicity for the roots of the polynomial; that a double root has two independent eigenvectors then follows from the spectral theorem for Hermitian matrices.

## The partner of an eigenstate

Applying $T$ twice gives $(T^2\psi)_0=\overline{(T\psi)_1}=-\psi_0$ and $(T^2\psi)_1=-\overline{(T\psi)_0}=-\psi_1$. The second pair behaves in the same way, so $T^2=-1$.

For the commutation with $H$, write the action of $T$ on one pair as $\chi\mapsto\epsilon\bar\chi$, where $\epsilon=\begin{pmatrix}0&1\\-1&0\end{pmatrix}$. Multiplying out,

$$
q\,\epsilon=\begin{pmatrix}-v&u\\-\bar u&-\bar v\end{pmatrix}=\epsilon\,\bar q .
$$

The block $q^\dagger$ has the same pattern, with $u$ replaced by $\bar u$ and $v$ by $-v$, so $q^\dagger\epsilon=\epsilon\,\overline{q^\dagger}$. The diagonal blocks are real multiples of the identity and satisfy the same relation. Hence $HT\psi=TH\psi$ for every $\psi$.

Now let $H\psi=E\psi$ with $E$ real and $\psi\neq0$. Then

$$
H\,T\psi=T\,H\psi=T(E\psi)=\bar E\,T\psi=E\,T\psi .
$$

If $T\psi$ were zero, then $-\psi=T^2\psi=T0=0$, a contradiction. The overlap is

$$
\psi^\dagger T\psi=\bar\psi_0\bar\psi_1-\bar\psi_1\bar\psi_0+\bar\psi_2\bar\psi_3-\bar\psi_3\bar\psi_2=0 .
$$

The two states are therefore independent.

## A determinant that is a square

Put $p=x-a$, $r=x-d$, $z=\bar u$, $w=\bar v$ and $n=uz+vw$. Then

$$
x-H=\begin{pmatrix} p&0&-u&-v\\ 0&p&w&-z\\ -z&v&r&0\\ -w&-u&0&r\end{pmatrix}.
$$

Expand along the first row, whose second entry vanishes. The other three minors, obtained by deleting the first, third and fourth columns, are

$$
\begin{aligned}
M_0&=pr^2-wvr-zur=r(pr-n),\\
M_2&=pzr-z(uz+vw)=z(pr-n),\\
M_3&=-prw+w(uz+vw)=-w(pr-n).
\end{aligned}
$$

With the alternating signs,

$$
\det(x-H)=pM_0-uM_2+vM_3=(pr-uz-vw)(pr-n)=(pr-n)^2 .
$$

Since $n=u\bar u+v\bar v=|u|^2+|v|^2$, this is the stated polynomial.

## The two energies and their gap

The energies satisfy $E_++E_-=a+d$ and

$$
E_+E_-=\Big(\frac{a+d}{2}\Big)^2-s^2=ad-|u|^2-|v|^2 .
$$

Therefore $(x-a)(x-d)-|u|^2-|v|^2=(x-E_+)(x-E_-)$, and squaring gives the factorisation $(x-E_+)^2(x-E_-)^2$.

The gap is $E_+-E_-=2s$. It vanishes exactly when $s^2=0$. As $s^2$ is a sum of three nonnegative terms, each must then be zero, which means $a=d$, $u=0$ and $v=0$. Conversely, these values give $s=0$.

Dropping the term $((a-d)/2)^2$ under the root can only lower it, so

$$
E_+-E_-\ge 2\sqrt{|u|^2+|v|^2}.
$$

If the orbital energies are tuned through each other at fixed nonzero coupling, the doublets avoid crossing.

## Vanishing coupling and equal orbital energies

For $u=v=0$ the root becomes $|a-d|/2$, and the doublets sit at the larger and the smaller of $a$ and $d$. For $a=d$ they sit at $a\pm\sqrt{|u|^2+|v|^2}$, where the bound on the gap is attained. When both conditions hold, $H=a\,1$ and there is a single fourfold level.

## Starting from the symmetry

The model could also have begun with an arbitrary Hermitian $4\times4$ matrix that commutes with $T$. The block form would then be a conclusion: Hermiticity and the symmetry force each diagonal block to be a real multiple of the identity and the off-diagonal block to have the pattern of $q$. The commutation relation would become a hypothesis, and the proof would need an additional step to extract $a,d,u,v$ from the matrix. The explicit matrix used here makes the symmetry something to be proved.

## The complete Lean file

```lean
import Mathlib

open Matrix Polynomial ComplexConjugate

namespace QuaternionicKramers

noncomputable section

/-- The quaternionic coupling block with rows `(u, v)` and `(-conj v, conj u)`. -/
def coupling (u v : ℂ) : Matrix (Fin 2) (Fin 2) ℂ :=
  !![u, v; -conj v, conj u]

/-- The Hamiltonian of two pairs of states with real energies `a` and `d`, coupled by a
quaternionic block. -/
def hamiltonian (a d : ℝ) (u v : ℂ) : Matrix (Fin 4) (Fin 4) ℂ :=
  !![(a : ℂ), 0, u, v;
     0, (a : ℂ), -conj v, conj u;
     conj u, -v, (d : ℂ), 0;
     conj v, u, 0, (d : ℂ)]

/-- Time reversal: complex conjugation of the amplitudes, followed by an exchange within each
pair with a relative sign. -/
def timeReversal (ψ : Fin 4 → ℂ) : Fin 4 → ℂ :=
  ![conj (ψ 1), -conj (ψ 0), conj (ψ 3), -conj (ψ 2)]

/-- The energy of the upper doublet. -/
def upper (a d : ℝ) (u v : ℂ) : ℝ :=
  (a + d) / 2 + √(((a - d) / 2) ^ 2 + (‖u‖ ^ 2 + ‖v‖ ^ 2))

/-- The energy of the lower doublet. -/
def lower (a d : ℝ) (u v : ℂ) : ℝ :=
  (a + d) / 2 - √(((a - d) / 2) ^ 2 + (‖u‖ ^ 2 + ‖v‖ ^ 2))

/-- In terms of the two pairs of states, the Hamiltonian has the blocks `a 1`, `q`, `q†`, `d 1`. -/
theorem hamiltonian_blocks (a d : ℝ) (u v : ℂ) :
    (hamiltonian a d u v).submatrix (Sum.elim ![0, 1] ![2, 3]) (Sum.elim ![0, 1] ![2, 3]) =
      fromBlocks ((a : ℂ) • 1) (coupling u v) (coupling u v)ᴴ ((d : ℂ) • 1) := by
  refine Matrix.ext fun i j => ?_
  rcases i with i | i <;> rcases j with j | j <;> fin_cases i <;> fin_cases j <;>
    simp [hamiltonian, coupling]

/-- The Hamiltonian is Hermitian. -/
theorem hamiltonian_isHermitian (a d : ℝ) (u v : ℂ) : (hamiltonian a d u v).IsHermitian := by
  refine Matrix.ext fun i j => ?_
  fin_cases i <;> fin_cases j <;> simp [hamiltonian, Matrix.conjTranspose_apply]

/-- Time reversal applied twice changes the sign of every state. -/
theorem timeReversal_sq (ψ : Fin 4 → ℂ) : timeReversal (timeReversal ψ) = -ψ := by
  funext i
  fin_cases i <;> simp [timeReversal]

/-- The Hamiltonian commutes with time reversal. -/
theorem hamiltonian_timeReversal (a d : ℝ) (u v : ℂ) (ψ : Fin 4 → ℂ) :
    hamiltonian a d u v *ᵥ timeReversal ψ = timeReversal (hamiltonian a d u v *ᵥ ψ) := by
  funext i
  fin_cases i <;>
    simp [hamiltonian, timeReversal, Matrix.mulVec, dotProduct, Fin.sum_univ_four] <;> ring

/-- For the Hamiltonian `hamiltonian a d u v`, the time reverse of an energy eigenstate is a nonzero
eigenstate of the same energy, orthogonal to the first. -/
theorem kramers_partner (a d E : ℝ) (u v : ℂ) (ψ : Fin 4 → ℂ) (hψ : ψ ≠ 0)
    (h : hamiltonian a d u v *ᵥ ψ = (E : ℂ) • ψ) :
    hamiltonian a d u v *ᵥ timeReversal ψ = (E : ℂ) • timeReversal ψ ∧
      timeReversal ψ ≠ 0 ∧ star ψ ⬝ᵥ timeReversal ψ = 0 := by
  refine ⟨?_, ?_, ?_⟩
  · -- a real energy passes through the antilinear map unchanged
    rw [hamiltonian_timeReversal, h]
    funext i
    fin_cases i <;> simp [timeReversal]
  · intro h0
    have hz : timeReversal 0 = 0 := by
      funext i
      fin_cases i <;> simp [timeReversal]
    have h2 := timeReversal_sq ψ
    rw [h0, hz] at h2
    exact hψ (neg_eq_zero.mp h2.symm)
  · simp only [dotProduct, Fin.sum_univ_four, timeReversal, Pi.star_apply]
    simp
    ring

/-- Over any commutative ring, the determinant of the matrix displayed here is the square of `p * r
- (u * z + v * w)`. -/
theorem det_quaternionic {R : Type*} [CommRing R] (p r u v z w : R) :
    (!![p, 0, -u, -v; 0, p, w, -z; -z, v, r, 0; -w, -u, 0, r] : Matrix (Fin 4) (Fin 4) R).det =
      (p * r - (u * z + v * w)) ^ 2 := by
  rw [Matrix.det_succ_row_zero]
  simp [Fin.sum_univ_four, Matrix.det_fin_three, Fin.succAbove]
  ring

/-- The characteristic polynomial of the Hamiltonian is
`((x - a) (x - d) - |u|² - |v|²)²`. -/
theorem charpoly_hamiltonian (a d : ℝ) (u v : ℂ) :
    (hamiltonian a d u v).charpoly =
      ((X - C (a : ℂ)) * (X - C (d : ℂ)) - C ((‖u‖ ^ 2 + ‖v‖ ^ 2 : ℝ) : ℂ)) ^ 2 := by
  have hM : charmatrix (hamiltonian a d u v) =
      !![X - C (a : ℂ), 0, -C u, -C v;
         0, X - C (a : ℂ), C (conj v), -C (conj u);
         -C (conj u), C v, X - C (d : ℂ), 0;
         -C (conj v), -C u, 0, X - C (d : ℂ)] := by
    refine Matrix.ext fun i j => ?_
    fin_cases i <;> fin_cases j <;>
      simp [hamiltonian]
  -- the coupling enters only through its quaternion norm
  have hn : C u * C (conj u) + C v * C (conj v) = C ((‖u‖ ^ 2 + ‖v‖ ^ 2 : ℝ) : ℂ) := by
    simp only [← C_mul, ← C_add, Complex.mul_conj, Complex.normSq_eq_norm_sq,
      Complex.ofReal_add]
  rw [Matrix.charpoly, hM, det_quaternionic, hn]

/-- The characteristic polynomial factors as `(x - upper)² (x - lower)²`, and the two energies
coincide exactly when `a = d` and the coupling vanishes. -/
theorem two_doublets (a d : ℝ) (u v : ℂ) :
    (hamiltonian a d u v).charpoly =
        (X - C (upper a d u v : ℂ)) ^ 2 * (X - C (lower a d u v : ℂ)) ^ 2 ∧
      (upper a d u v = lower a d u v ↔ a = d ∧ u = 0 ∧ v = 0) := by
  have hs : √(((a - d) / 2) ^ 2 + (‖u‖ ^ 2 + ‖v‖ ^ 2)) ^ 2 =
      ((a - d) / 2) ^ 2 + (‖u‖ ^ 2 + ‖v‖ ^ 2) := Real.sq_sqrt (by positivity)
  constructor
  · -- sum and product of the two energies
    have hsum : upper a d u v + lower a d u v = a + d := by
      unfold upper lower
      ring
    have hprod : upper a d u v * lower a d u v = a * d - (‖u‖ ^ 2 + ‖v‖ ^ 2) := by
      unfold upper lower
      linear_combination -hs
    have e1 : (upper a d u v : ℂ) + (lower a d u v : ℂ) = (a : ℂ) + (d : ℂ) := by
      exact_mod_cast hsum
    have e2 : (upper a d u v : ℂ) * (lower a d u v : ℂ) =
        (a : ℂ) * (d : ℂ) - ((‖u‖ ^ 2 + ‖v‖ ^ 2 : ℝ) : ℂ) := by
      exact_mod_cast hprod
    have h1 : C (upper a d u v : ℂ) + C (lower a d u v : ℂ) = C (a : ℂ) + C (d : ℂ) := by
      rw [← C_add, e1, C_add]
    have h2 : C (upper a d u v : ℂ) * C (lower a d u v : ℂ) =
        C (a : ℂ) * C (d : ℂ) - C ((‖u‖ ^ 2 + ‖v‖ ^ 2 : ℝ) : ℂ) := by
      rw [← C_mul, e2, C_sub, C_mul]
    have key : (X - C (a : ℂ)) * (X - C (d : ℂ)) - C ((‖u‖ ^ 2 + ‖v‖ ^ 2 : ℝ) : ℂ) =
        (X - C (upper a d u v : ℂ)) * (X - C (lower a d u v : ℂ)) := by
      linear_combination X * h1 - h2
    rw [charpoly_hamiltonian, key, mul_pow]
  · constructor
    · intro h
      unfold upper lower at h
      have h0 : √(((a - d) / 2) ^ 2 + (‖u‖ ^ 2 + ‖v‖ ^ 2)) = 0 := by linarith
      rw [h0] at hs
      -- a vanishing sum of squares has vanishing terms
      have ha : ((a - d) / 2) ^ 2 = 0 := by
        nlinarith [sq_nonneg ((a - d) / 2), sq_nonneg ‖u‖, sq_nonneg ‖v‖]
      have hu : ‖u‖ ^ 2 = 0 := by
        nlinarith [sq_nonneg ((a - d) / 2), sq_nonneg ‖u‖, sq_nonneg ‖v‖]
      have hv : ‖v‖ ^ 2 = 0 := by
        nlinarith [sq_nonneg ((a - d) / 2), sq_nonneg ‖u‖, sq_nonneg ‖v‖]
      have ha' : (a - d) / 2 = 0 := pow_eq_zero_iff two_ne_zero |>.mp ha
      exact ⟨by linarith, norm_eq_zero.mp (pow_eq_zero_iff two_ne_zero |>.mp hu),
        norm_eq_zero.mp (pow_eq_zero_iff two_ne_zero |>.mp hv)⟩
    · rintro ⟨rfl, rfl, rfl⟩
      simp [upper, lower]

/-- The splitting of the doublets is at least `2 √(|u|² + |v|²)`, whatever the energies `a` and `d`.
-/
theorem splitting_ge (a d : ℝ) (u v : ℂ) :
    2 * √(‖u‖ ^ 2 + ‖v‖ ^ 2) ≤ upper a d u v - lower a d u v := by
  have h : √(‖u‖ ^ 2 + ‖v‖ ^ 2) ≤ √(((a - d) / 2) ^ 2 + (‖u‖ ^ 2 + ‖v‖ ^ 2)) :=
    Real.sqrt_le_sqrt (by linarith [sq_nonneg ((a - d) / 2)])
  unfold upper lower
  linarith

end

end QuaternionicKramers
```

```lean
#print axioms QuaternionicKramers.hamiltonian_isHermitian
#print axioms QuaternionicKramers.kramers_partner
#print axioms QuaternionicKramers.two_doublets
#print axioms QuaternionicKramers.splitting_ge
```

```
'QuaternionicKramers.hamiltonian_isHermitian' depends on axioms: [propext, Classical.choice, Quot.sound]
'QuaternionicKramers.kramers_partner' depends on axioms: [propext, Classical.choice, Quot.sound]
'QuaternionicKramers.two_doublets' depends on axioms: [propext, Classical.choice, Quot.sound]
'QuaternionicKramers.splitting_ge' depends on axioms: [propext, Classical.choice, Quot.sound]
```

## How the proof follows the algebra

The block form, Hermiticity and $T^2=-1$ are finite checks. The tactic `fin_cases` runs through the indices and `simp` evaluates each entry. For `hamiltonian_timeReversal`, Lean does not use the identity $q\epsilon=\epsilon\bar q$. It expands both sides into sums over four amplitudes and compares the components with `ring`.

The proof of `kramers_partner` has three parts, in the order of the derivation above. The first rewrites with the commutation relation and the eigenvalue equation, then uses the reality of $E$ to take it through the conjugation. The second assumes $T\psi=0$ and applies `timeReversal_sq` to reach $\psi=0$. The third expands the overlap, whose terms cancel in pairs.

The lemma `det_quaternionic` treats $p,r,u,v,z,w$ as independent elements of a commutative ring. It therefore applies to $x-H$, whose entries are polynomials, and the square arises without using that $z$ and $w$ are conjugates. `Matrix.det_succ_row_zero` performs the expansion along the first row, `Matrix.det_fin_three` evaluates the minors, and `ring` confirms the square.

In `charpoly_hamiltonian`, the step `hM` writes out $x-H$ in this pattern. The step `hn` supplies $u\bar u+v\bar v=|u|^2+|v|^2$ as an identity between constant polynomials. Rewriting with the determinant lemma and `hn` finishes the proof.

The proof of `two_doublets` starts from `hs`, which says that the square of $s$ is the expression under the root; this is valid because that expression is nonnegative. The steps `hsum` and `hprod` are the sum and product of the energies. They are carried from real numbers to complex numbers (`e1`, `e2`) and then to constant polynomials (`h1`, `h2`). The factorisation `key` is $x$ times the sum relation minus the product relation, as its `linear_combination` says.

For the coincidence condition, `linarith` turns $E_+=E_-$ into $s=0$. With `hs`, the sum of squares is then zero, and `nlinarith` deduces that each term vanishes. The converse is a substitution. The proof of `splitting_ge` uses the monotonicity of the square root, `Real.sqrt_le_sqrt`, after noting that the omitted term is a square.
